# The two-hole operator under the canonical anticommutation relations: Kronecker deltas, excitation operators and a two-body term

## Question

Let \(a_p\) annihilate a fermion in the orthonormal spin orbital \(p\), let \(a_p^\dagger\) be its adjoint, and write \(\delta_{pq}\) for the Kronecker delta and \(E_{pq}=a_p^\dagger a_q\). The operators obey

\[
a_pa_q+a_qa_p=0,\qquad a_pa_q^\dagger+a_q^\dagger a_p=\delta_{pq}.
\]

I use the following identity to get the two-hole density matrix from the one- and two-particle ones:

\[
\begin{aligned}
a_pa_qa_s^\dagger a_r^\dagger={}&\delta_{pr}\delta_{qs}-\delta_{ps}\delta_{qr}-\delta_{qs}E_{rp}+\delta_{ps}E_{rq}\\
&+\delta_{qr}E_{sp}-\delta_{pr}E_{sq}+a_r^\dagger a_s^\dagger a_qa_p .
\end{aligned}
\]

With four signs on the one-body terms and an index order to keep straight, I would like to see it derived from the anticommutation relations alone and checked in Lean, together with the positivity condition it leads to.

## Answer

### Moving the creators to the left

Use \(a_qa_s^\dagger=\delta_{qs}-a_s^\dagger a_q\) on the inner pair:

\[
a_pa_qa_s^\dagger a_r^\dagger=\delta_{qs}\,a_pa_r^\dagger-(a_pa_s^\dagger)(a_qa_r^\dagger).
\]

Apply the same relation to each remaining pair:

\[
=\delta_{qs}(\delta_{pr}-E_{rp})-(\delta_{ps}-a_s^\dagger a_p)(\delta_{qr}-a_r^\dagger a_q).
\]

Expanding the last product gives

\[
\delta_{ps}\delta_{qr}-\delta_{ps}E_{rq}-\delta_{qr}E_{sp}+a_s^\dagger a_pa_r^\dagger a_q,
\]

and one more contraction turns its final term into \(\delta_{pr}E_{sq}-a_s^\dagger a_r^\dagger a_pa_q\). Subtracting the product yields every delta and excitation term of the claim, plus \(a_s^\dagger a_r^\dagger a_pa_q\). The adjoint of the first anticommutation relation says that creators anticommute too. Reversing both pairs therefore costs two minus signs, and \(a_s^\dagger a_r^\dagger a_pa_q=a_r^\dagger a_s^\dagger a_qa_p\).

### From operators to density matrices

Let \(\omega\) be a linear functional with \(\omega(1)=1\), for example \(\omega(x)=\mathrm{Tr}(\rho x)\) for a density operator \(\rho\). Define

\[
\gamma_{pq}=\omega(a_p^\dagger a_q),\quad
\Gamma_{pqrs}=\omega(a_p^\dagger a_q^\dagger a_sa_r),\quad
Q_{pqrs}=\omega(a_pa_qa_s^\dagger a_r^\dagger).
\]

Applying \(\omega\) to the identity gives

\[
\begin{aligned}
Q_{pqrs}={}&\delta_{pr}\delta_{qs}-\delta_{ps}\delta_{qr}-\delta_{qs}\gamma_{rp}+\delta_{ps}\gamma_{rq}\\
&+\delta_{qr}\gamma_{sp}-\delta_{pr}\gamma_{sq}+\Gamma_{rspq}.
\end{aligned}
\]

Now suppose that \(\omega(x^\dagger x)\ge0\) for all \(x\), and take finitely many modes. For \(X=\sum_{rs}c_{rs}a_s^\dagger a_r^\dagger\) the adjoint is \(X^\dagger=\sum_{pq}\bar c_{pq}a_pa_q\), so

\[
0\le\omega(X^\dagger X)=\sum_{pqrs}\bar c_{pq}c_{rs}Q_{pqrs}.
\]

This is the Q-condition.

For the trace over \(M\) modes, set \(r=p\), \(s=q\) in the operator identity. The deltas sum to \(M^2-M\). With \(N=\sum_pE_{pp}\), the one-body terms sum to \(-2MN+2N\). Hence

\[
\sum_{pq}a_pa_qa_q^\dagger a_p^\dagger=M(M-1)-2(M-1)N+\sum_{pq}a_p^\dagger a_q^\dagger a_qa_p .
\]

### The Lean file

```lean
import Mathlib

open Finset
open scoped ComplexOrder

namespace TwoHoleMatrix

noncomputable section

variable {ι A : Type*} [DecidableEq ι]

/-- The Kronecker delta with values in a ring `R`. -/
def kd (R : Type*) [Ring R] (p q : ι) : R := if p = q then 1 else 0

/-- The canonical anticommutation relations for annihilators `a p` with creators `star (a p)`. -/
structure CAR [Ring A] [StarRing A] (a : ι → A) : Prop where
  anti : ∀ p q, a p * a q + a q * a p = 0
  mixed : ∀ p q, a p * star (a q) + star (a q) * a p = kd A p q

/-- The excitation operator `E_pq = a_p† a_q`. -/
def excitation [Ring A] [StarRing A] (a : ι → A) (p q : ι) : A := star (a p) * a q

/-- Exchanging the two creators and the two annihilators together leaves the
two-body operator unchanged. -/
theorem pair_exchange [Ring A] [StarRing A] {a : ι → A} (h : CAR a) (p q r s : ι) :
    star (a r) * star (a s) * a q * a p = star (a s) * star (a r) * a p * a q := by
  have hc := congrArg star (h.anti s r)
  simp only [star_add, star_mul, star_zero] at hc
  rw [mul_assoc (star (a r) * star (a s)), eq_neg_of_add_eq_zero_left hc,
    eq_neg_of_add_eq_zero_left (h.anti q p), neg_mul_neg, ← mul_assoc]

/-- The two-hole operator expressed through Kronecker deltas, excitation operators and
the normal-ordered two-body operator. -/
theorem two_hole_identity [Ring A] [StarRing A] {a : ι → A} (h : CAR a) (p q r s : ι) :
    a p * a q * star (a s) * star (a r) =
      kd A p r * kd A q s - kd A p s * kd A q r
      - kd A q s * excitation a r p + kd A p s * excitation a r q
      + kd A q r * excitation a s p - kd A p r * excitation a s q
      + star (a r) * star (a s) * a q * a p := by
  have hm : ∀ i j, a i * star (a j) = kd A i j - star (a j) * a i :=
    fun i j => eq_sub_of_add_eq (h.mixed i j)
  have comm : ∀ (i j : ι) (x : A), x * kd A i j = kd A i j * x := by
    intro i j x
    unfold kd
    split_ifs <;> simp
  calc a p * a q * star (a s) * star (a r)
      = a p * (a q * star (a s)) * star (a r) := by simp only [mul_assoc]
    -- move the creator of mode s past the annihilator of mode q
    _ = kd A q s * (a p * star (a r)) - (a p * star (a s)) * (a q * star (a r)) := by
        rw [hm q s, mul_sub, comm q s (a p)]
        simp only [sub_mul, mul_assoc]
    _ = kd A q s * (kd A p r - star (a r) * a p)
        - (kd A p s - star (a s) * a p) * (kd A q r - star (a r) * a q) := by
        rw [hm p r, hm p s, hm q r]
    _ = kd A q s * (kd A p r - star (a r) * a p)
        - kd A p s * (kd A q r - star (a r) * a q)
        + star (a s) * a p * kd A q r - star (a s) * (a p * star (a r)) * a q := by
        simp only [sub_mul, mul_sub, mul_assoc]
        abel
    -- the last contraction, followed by the exchange of both pairs
    _ = _ := by
        rw [hm p r, pair_exchange h p q r s]
        simp only [kd, excitation]
        split_ifs <;>
          simp only [mul_sub, sub_mul, mul_one, one_mul, mul_zero, zero_mul, mul_assoc] <;>
          abel

/-- Summed over all pairs of `M` modes, the two-hole operator equals
`M(M-1) - 2(M-1)N` plus the summed two-body operator, with `N` the number operator. -/
theorem two_hole_trace [Fintype ι] [Ring A] [StarRing A] {a : ι → A} (h : CAR a) :
    ∑ p, ∑ q, a p * a q * star (a q) * star (a p) =
      (Fintype.card ι : A) * ((Fintype.card ι : A) - 1)
      - 2 * ((Fintype.card ι : A) - 1) * ∑ p, excitation a p p
      + ∑ p, ∑ q, star (a p) * star (a q) * a q * a p := by
  have t : ∀ p q, a p * a q * star (a q) * star (a p) =
      1 - excitation a p p - excitation a q q
      + (if p = q then excitation a p p + excitation a p p - 1 else 0)
      + star (a p) * star (a q) * a q * a p := by
    intro p q
    rw [two_hole_identity h p q p q]
    by_cases hpq : p = q
    · subst hpq
      simp only [kd, ↓reduceIte, one_mul]
      abel
    · have hqp : ¬ q = p := fun e => hpq e.symm
      simp only [kd, hpq, hqp, ↓reduceIte, one_mul, zero_mul]
      abel
  simp only [t, sum_add_distrib, sum_sub_distrib, sum_const, card_univ, sum_ite_eq,
    mem_univ, if_true, nsmul_eq_mul, ← mul_sum, mul_one]
  noncomm_ring

section States

variable [Ring A] [StarRing A] [Algebra ℂ A]

/-- The one-particle density matrix `γ_pq = ω(a_p† a_q)`. -/
def oneRDM (ω : A →ₗ[ℂ] ℂ) (a : ι → A) (p q : ι) : ℂ := ω (excitation a p q)

/-- The two-particle density matrix `Γ_pqrs = ω(a_p† a_q† a_s a_r)`. -/
def twoRDM (ω : A →ₗ[ℂ] ℂ) (a : ι → A) (p q r s : ι) : ℂ :=
  ω (star (a p) * star (a q) * a s * a r)

/-- The two-hole density matrix `Q_pqrs = ω(a_p a_q a_s† a_r†)`. -/
def twoHole (ω : A →ₗ[ℂ] ℂ) (a : ι → A) (p q r s : ι) : ℂ :=
  ω (a p * a q * star (a s) * star (a r))

/-- The expression in a one-particle matrix `γ` and a two-particle matrix `Γ` that
corresponds term by term to the two-hole operator identity. -/
def holeMap (γ : ι → ι → ℂ) (Γ : ι → ι → ι → ι → ℂ) (p q r s : ι) : ℂ :=
  kd ℂ p r * kd ℂ q s - kd ℂ p s * kd ℂ q r
  - kd ℂ q s * γ r p + kd ℂ p s * γ r q + kd ℂ q r * γ s p - kd ℂ p r * γ s q
  + Γ r s p q

/-- For a normalised functional, the two-hole density matrix is determined by the one- and
two-particle density matrices through `holeMap`. -/
theorem twoHole_eq_holeMap {a : ι → A} (h : CAR a) (ω : A →ₗ[ℂ] ℂ) (h1 : ω 1 = 1)
    (p q r s : ι) :
    twoHole ω a p q r s = holeMap (oneRDM ω a) (twoRDM ω a) p q r s := by
  unfold twoHole holeMap oneRDM twoRDM
  rw [two_hole_identity h p q r s]
  simp only [kd]
  split_ifs <;>
    simp only [mul_one, one_mul, zero_mul, mul_zero, map_add, map_sub, map_zero, h1]

/-- The Q-condition: in every state, the matrix built by `holeMap` from the one- and
two-particle density matrices has a nonnegative quadratic form. -/
theorem q_condition [Fintype ι] [StarModule ℂ A] {a : ι → A} (h : CAR a)
    (ω : A →ₗ[ℂ] ℂ) (h1 : ω 1 = 1) (hpos : ∀ x, 0 ≤ ω (star x * x)) (c : ι → ι → ℂ) :
    0 ≤ ∑ p, ∑ q, ∑ r, ∑ s,
      star (c p q) * c r s * holeMap (oneRDM ω a) (twoRDM ω a) p q r s := by
  -- positivity is tested on a superposition of pair creators
  have key : star (∑ r, ∑ s, c r s • (star (a s) * star (a r))) *
      (∑ r, ∑ s, c r s • (star (a s) * star (a r))) =
      ∑ p, ∑ q, ∑ r, ∑ s,
        (star (c p q) * c r s) • (a p * a q * star (a s) * star (a r)) := by
    simp only [star_sum, star_smul, star_mul, star_star]
    rw [sum_mul]
    refine sum_congr rfl fun p _ => ?_
    rw [sum_mul]
    refine sum_congr rfl fun q _ => ?_
    rw [mul_sum]
    refine sum_congr rfl fun r _ => ?_
    rw [mul_sum]
    refine sum_congr rfl fun s _ => ?_
    simp only [smul_mul_smul_comm, mul_assoc]
  have hx := hpos (∑ r, ∑ s, c r s • (star (a s) * star (a r)))
  rw [key] at hx
  simp only [map_sum, map_smul, smul_eq_mul] at hx
  simp only [← twoHole_eq_holeMap h ω h1, twoHole]
  exact hx

end States

/-- Annihilators of two fermionic modes as matrices in the occupation basis
`00, 01, 10, 11`. -/
def twoModes : Fin 2 → Matrix (Fin 4) (Fin 4) ℂ :=
  ![!![0, 0, 1, 0; 0, 0, 0, 1; 0, 0, 0, 0; 0, 0, 0, 0],
    !![0, 1, 0, 0; 0, 0, 0, 0; 0, 0, 0, -1; 0, 0, 0, 0]]

/-- The two-mode matrices satisfy the canonical anticommutation relations. -/
theorem car_witness : CAR twoModes := by
  refine ⟨fun p q => ?_, fun p q => ?_⟩ <;> fin_cases p <;> fin_cases q <;>
    ext i j <;>
    simp only [Matrix.add_apply, Matrix.mul_apply, Matrix.star_eq_conjTranspose,
      Matrix.conjTranspose_apply, Fin.sum_univ_four] <;>
    fin_cases i <;> fin_cases j <;>
    simp [twoModes, kd]

end

end TwoHoleMatrix
```

```lean
#print axioms TwoHoleMatrix.two_hole_identity
-- 'TwoHoleMatrix.two_hole_identity' depends on axioms: [propext, Quot.sound]
#print axioms TwoHoleMatrix.two_hole_trace
-- 'TwoHoleMatrix.two_hole_trace' depends on axioms: [propext, Classical.choice, Quot.sound]
#print axioms TwoHoleMatrix.q_condition
-- 'TwoHoleMatrix.q_condition' depends on axioms: [propext, Classical.choice, Quot.sound]
```

### What the theorems say

`A` is a ring with an involution `star`, which plays the part of the adjoint, and `ι` labels the modes. The structure `CAR a` contains exactly the two relations in the question. Its Kronecker delta `kd A p q` is the ring element 1 or 0, which fixes the orbitals as orthonormal; a non-orthogonal basis would put an overlap matrix there.

`two_hole_identity` is the operator identity for arbitrary indices, coinciding ones included. It needs neither a Hilbert space nor a finite number of modes. `two_hole_trace` is the summed version for a finite mode set, with `Fintype.card ι` as \(M\).

For density matrices, `A` is also a complex algebra and `ω` a complex-linear functional. `twoHole_eq_holeMap` assumes only the normalisation `h1`. `q_condition` adds `hpos`, which expresses that the expectation value of \(x^\dagger x\) is never negative, and `StarModule`, which makes `star` conjugate scalars. In the order used on \(\mathbb C\), `0 ≤ z` means that \(z\) is real and nonnegative. The state may be mixed and need not have a definite particle number.

The Q-condition is proved as a necessary property of density matrices that come from a state. It does not say that matrices satisfying it come from one.

`car_witness` shows that the relations are realised by explicit \(4\times4\) matrices for two modes. The entry \(-1\) in the second matrix is the sign picked up in passing the occupied first mode.

### How the proofs follow the algebra

- `pair_exchange` applies `star` to the annihilator relation to obtain the creator relation, then cancels the two minus signs.
- In `two_hole_identity`, `hm` is the contraction rule and `comm` lets a delta pass any operator. The `calc` steps are the displayed lines of the derivation. The last one performs the final contraction, calls `pair_exchange`, and splits on whether each delta is 0 or 1; `abel` then collects the terms.
- `two_hole_trace` first proves the summand formula `t`, treating \(p=q\) and \(p\ne q\) separately, and then sums it.
- `twoHole_eq_holeMap` applies `ω` term by term, again by cases on the deltas.
- In `q_condition`, `key` expands \(X^\dagger X\) into the fourfold sum. Positivity is applied to \(X\), and the previous theorem replaces \(Q\) by `holeMap`.

### Use in a reduced-density-matrix code

Variational two-particle density-matrix methods in electronic structure optimise \(\gamma\) and \(\Gamma\) in a finite orbital basis without a wavefunction, and the Q-condition is one of the constraints they can impose: \(Q\) is built from the formula above and required to be positive semidefinite. With `G[p,q,r,s]` storing \(\Gamma_{pqrs}\), the last term is the NumPy array `G.transpose(2,3,0,1)`. Codes differ in the index order of the stored array, so it has to be matched to the definition of \(\Gamma\) first.

The trace gives a quick test of an implementation. In a state with exactly \(n\) particles the two-body sum has expectation value \(n(n-1)\), so \(\sum_{pq}Q_{pqpq}\) should equal \((M-n)(M-n-1)\), the number of ordered pairs of holes.
